# The 1/√k correction to the dipole of a stiff Drude oscillator in a linearly varying field

`stiff_spring_correction` concerns a single classical Drude shell moving in one dimension on a harmonic spring of stiffness k, in an external field E + G d that varies linearly with its displacement d. The polarisability α > 0 is held fixed, so the shell charge q = s√(αk), with s = ±1, grows with k. If d(k) minimises the energy for all sufficiently large k, the lemma says that √k (q d(k) − αE) tends to s α^(3/2) G E as k → ∞. The attempt takes the exact deviation at finite stiffness from `dipole_deviation` and, with c = s√α G, uses √k/(√k − c) = 1 + c/(√k − c), where the last term vanishes in the limit.

This version doesn't compile in Lean 4 with Mathlib:

```lean
import Mathlib

open Filter Topology

namespace StiffSpringCorrection

/-- Energy of a Drude shell of charge `q` displaced by `d` against a spring of stiffness `k`,
in an external field `E + G d` that varies linearly along the displacement. -/
noncomputable def shellEnergy (k q E G d : ℝ) : ℝ :=
  k * d ^ 2 / 2 - q * (E * d + G * d ^ 2 / 2)

/-- The displacement `d` is an equilibrium if no other displacement has lower energy. -/
def IsEquilibrium (k q E G d : ℝ) : Prop :=
  ∀ x, shellEnergy k q E G d ≤ shellEnergy k q E G x

/-- If spring and field forces balance at `d`, the energy measured from `d` is that of a
spring with the effective stiffness `k - q G`. -/
theorem energy_excess {k q E G d : ℝ} (hd : (k - q * G) * d = q * E) (x : ℝ) :
    shellEnergy k q E G x - shellEnergy k q E G d = (k - q * G) / 2 * (x - d) ^ 2 := by
  unfold shellEnergy
  linear_combination (x - d) * hd

/-- When the spring is stiffer than the field gradient, `k > q G`, a displacement is an
equilibrium exactly when the forces on the shell balance. -/
theorem isEquilibrium_iff {k q E G d : ℝ} (hk : q * G < k) :
    IsEquilibrium k q E G d ↔ (k - q * G) * d = q * E := by
  have hK : 0 < k - q * G := sub_pos.2 hk
  constructor
  · intro h
    -- compare with the displacement at which the forces balance
    obtain ⟨d₀, h₀⟩ : ∃ d₀, (k - q * G) * d₀ = q * E :=
      ⟨q * E / (k - q * G), by rw [mul_comm, div_mul_cancel₀ _ hK.ne']⟩
    have h1 := energy_excess h₀ d
    have h2 := h d₀
    have hsq : (d - d₀) ^ 2 ≤ 0 := by
      by_contra hn
      have h3 := mul_pos (half_pos hK) (not_le.1 hn)
      linarith
    have h4 : d - d₀ = 0 :=
      (pow_eq_zero_iff two_ne_zero).1 (le_antisymm hsq (sq_nonneg _))
    rw [sub_eq_zero.1 h4]
    exact h₀
  · intro h x
    have h1 := energy_excess h x
    have h2 := mul_nonneg (half_pos hK).le (sq_nonneg (x - d))
    linarith

/-- Deviation of the equilibrium dipole from `α E` at finite stiffness `k > 0`, for a shell
charge `s √(α k)` of sign `s = ±1` with `α > 0` and `√k > s √α G`. -/
theorem dipole_deviation {α s k E G d : ℝ} (hα : 0 < α) (hs : s ^ 2 = 1) (hk : 0 < k)
    (hstiff : s * √α * G < √k) (hd : IsEquilibrium k (s * √(α * k)) E G d) :
    s * √(α * k) * d - α * E
      = s * α ^ (3 / 2 : ℝ) * G * E / (√k - s * √α * G) := by
  have hpow : α ^ (3 / 2 : ℝ) = α * √α := by
    rw [Real.sqrt_eq_rpow, show (3 / 2 : ℝ) = 1 + 1 / 2 by norm_num,
      Real.rpow_add hα, Real.rpow_one]
  have ht : 0 < √k := Real.sqrt_pos.2 hk
  have htk : √k ^ 2 = k := Real.sq_sqrt hk.le
  have ha : √α ^ 2 = α := Real.sq_sqrt hα.le
  rw [Real.sqrt_mul hα.le] at hd ⊢
  have hq : s * (√α * √k) * G < k := by
    have h := mul_pos ht (sub_pos.2 hstiff)
    linarith [show √k * (√k - s * √α * G) = k - s * (√α * √k) * G by
      linear_combination htk]
  have hbal := (isEquilibrium_iff hq).1 hd
  -- one factor `√k` cancels from the force balance
  have hbal' : (√k - s * √α * G) * d = s * √α * E :=
    mul_left_cancel₀ ht.ne' (by linear_combination hbal + d * htk)
  rw [hpow, eq_div_iff (sub_pos.2 hstiff).ne']
  linear_combination (s * √α * √k) * hbal' + √α ^ 2 * √k * E * hs + √k * E * ha

/-- The inverse of `√k - c` vanishes as the stiffness `k` tends to infinity. -/
theorem tendsto_inv_sqrt_sub (c : ℝ) :
    Tendsto (fun k : ℝ => (√k - c)⁻¹) atTop (𝓝 0) := by
  have h : Tendsto (fun k : ℝ => √k - c) atTop atTop := by
    simpa only [sub_eq_add_neg] using
      tendsto_atTop_add_const_right atTop (-c) Real.tendsto_sqrt_atTop
  exact tendsto_inv_atTop_zero.comp h

/-- At fixed polarisability `α > 0` and shell charge `q = s √(α k)`, `s = ±1`, the scaled
deviation `√k (q d - α E)` of the equilibrium dipole tends to `s α^(3/2) G E` as `k → ∞`. -/
theorem stiff_spring_correction {α s E G : ℝ} (hα : 0 < α) (hs : s ^ 2 = 1) {d : ℝ → ℝ}
    (hd : ∀ᶠ k in atTop, IsEquilibrium k (s * √(α * k)) E G (d k)) :
    Tendsto (fun k => √k * (s * √(α * k) * d k - α * E)) atTop
      (𝓝 (s * α ^ (3 / 2 : ℝ) * G * E)) := by
  have h := (((tendsto_inv_sqrt_sub (s * √α * G)).const_mul
    (s * √α * G)).const_add 1).const_mul (s * α ^ (3 / 2 : ℝ) * G * E)
  rw [mul_zero, add_zero, mul_one] at h
  refine h.congr' ?_
  filter_upwards [hd, eventually_gt_atTop 0,
    Real.tendsto_sqrt_atTop.eventually_gt_atTop (s * √α * G)] with k hk hk₀ hkc
  -- with `c = s √α G`, use `√k / (√k - c) = 1 + c / (√k - c)`
  have hinv := mul_inv_cancel₀ (sub_pos.2 hkc).ne'
  rw [dipole_deviation hα hs hk₀ hkc hk, div_eq_mul_inv]
  generalize α ^ (3 / 2 : ℝ) = p
  linear_combination (-(s * p * G * E)) * hinv

end StiffSpringCorrection
```

Compiling this gives:

```
Main.lean:96:2: error: ring failed, ring expressions not equal
α s E G : ℝ
hα : 0 < α
hs : s ^ 2 = 1
d : ℝ → ℝ
hd : ∀ᶠ (k : ℝ) in atTop, IsEquilibrium k (s * √(α * k)) E G (d k)
h :
  Tendsto (fun x => s * α ^ (3 / 2) * G * E * (1 + s * √α * G * (√x - s * √α * G)⁻¹)) atTop
    (𝓝 (s * α ^ (3 / 2) * G * E))
k : ℝ
hk : IsEquilibrium k (s * √(α * k)) E G (d k)
hk₀ : 0 < k
hkc : s * √α * G < √k
hinv : (√k - s * √α * G) * (√k - s * √α * G)⁻¹ = 1
p : ℝ
⊢ s * α ^ (3 * 2⁻¹) * G * E - s * α ^ (3 * 2⁻¹) * G * E * √k * (-(s * G * √α) + √k)⁻¹ +
            s * G * E * √k * (-(s * G * √α) + √k)⁻¹ * p -
          s * G * E * p +
        s ^ 2 * α ^ (3 * 2⁻¹) * G ^ 2 * E * √α * (-(s * G * √α) + √k)⁻¹ -
      s ^ 2 * G ^ 2 * E * √α * (-(s * G * √α) + √k)⁻¹ * p =
    0
```

The error says that `ring`, called by `linear_combination`, could not close the final identity. What it left over contains both `α ^ (3 * 2⁻¹)`, which comes from the goal, and `p`, which comes from the coefficient given to `linear_combination`. The exponent was changed by `rw [div_eq_mul_inv]`. That rewrite was meant for the division by `√k - s * √α * G`, but with no arguments given it settles on the first division it meets, which is the `3 / 2` in the exponent on the left-hand side. It then rewrites every `3 / 2` in the goal to `3 * 2⁻¹` and leaves the intended division alone. When `generalize α ^ (3 / 2 : ℝ) = p` runs, the goal no longer contains that expression in the form it looks for. It introduces `p` without replacing anything, so `p` is an arbitrary real number unrelated to α and the terms cannot cancel.

The essential change in the repair is the removal of `div_eq_mul_inv`. The exponent stays `3 / 2`, so the power in the goal is the same expression as the one now written in the coefficient, and the terms cancel. The rewrite was not needed for the other division either, since `ring` itself treats division as multiplication by the inverse. Dropping `generalize` is only a simplification, because with the exponent left alone it would have replaced the power as intended.

The change, after which it compiles:

```diff
@@ -92,7 +92,6 @@
   -- with `c = s √α G`, use `√k / (√k - c) = 1 + c / (√k - c)`
   have hinv := mul_inv_cancel₀ (sub_pos.2 hkc).ne'
-  rw [dipole_deviation hα hs hk₀ hkc hk, div_eq_mul_inv]
-  generalize α ^ (3 / 2 : ℝ) = p
-  linear_combination (-(s * p * G * E)) * hinv
+  rw [dipole_deviation hα hs hk₀ hkc hk]
+  linear_combination (-(s * α ^ (3 / 2 : ℝ) * G * E)) * hinv
 
 end StiffSpringCorrection
```
